# Dirichlet and Neumann levels of a one-dimensional cell never satisfy $|\operatorname{tr} M|<2$

A solution of the stationary Schrödinger equation in one dimension, called the wave equation below, is represented here by a pair of real functions, the wave function $\psi$ and its slope $\varphi$, and an energy counts as inside a band when the trace of a matrix built from such pairs lies strictly between $-2$ and $2$. In units with $\hbar^2/2m=1$, the equation $-\psi''+V\psi=E\psi$ with real potential $V$ and energy $E$ becomes the first-order system

$$\psi'=\varphi,\qquad \varphi'=(V-E)\,\psi .$$

Let $c$ and $s$ be the solutions that start at $x=0$ with value and slope $(1,0)$ and $(0,1)$. The transfer matrix of the cell $[0,a]$ is

$$M=\begin{pmatrix} c(a) & s(a)\\ c'(a) & s'(a)\end{pmatrix}.$$

Its entries are numbered from zero, as in Lean, so that $M_{01}=s(a)$ and $M_{10}=c'(a)$.

The trace condition comes from Bloch's theorem. If the cell is repeated periodically, a Bloch wave with wave number $q$ is multiplied by $e^{iqa}$ across each cell. Since $\det M=1$, the two multipliers are $e^{\pm iqa}$ and $\operatorname{tr}M=2\cos qa$. The condition $|\operatorname{tr}M|<2$ therefore selects the energies with real $q$ and $e^{iqa}\neq\pm1$. This is the meaning of "inside a band" below.

The claim is that at such an energy $M_{01}M_{10}<0$. Consequently no nonzero solution vanishes at both ends of the cell (a Dirichlet level), and none has zero slope at both ends (a Neumann level). For a non-interacting electron in one dimension, the exact levels of a single cell with hard walls at both ends, or with zero slope at both ends, thus never lie inside a band, in this strict sense, of the crystal made by repeating that cell.

## From a conserved Wronskian to the sign of $M_{01}M_{10}$

For two solutions at the same energy, define $W=\psi_1\varphi_2-\varphi_1\psi_2$. Then

$$W'=\varphi_1\varphi_2+\psi_1(V-E)\psi_2-(V-E)\psi_1\psi_2-\varphi_1\varphi_2=0,$$

so $W$ is constant. Applied to $c$ and $s$, this gives $\det M=c(a)s'(a)-s(a)c'(a)=1$, the value at $x=0$.

For any $2\times2$ matrix,

$$(\operatorname{tr}M)^2-4\det M=(M_{00}-M_{11})^2+4M_{01}M_{10}.$$

With $\det M=1$ this becomes

$$4M_{01}M_{10}=(\operatorname{tr}M)^2-4-(M_{00}-M_{11})^2 .$$

If $|\operatorname{tr}M|<2$, the first two terms on the right have a negative sum, and the last term can only lower it. Hence $M_{01}M_{10}<0$, and neither factor is zero.

To connect the entries with the levels, take any solution $(\psi,\varphi)$ and use three constant Wronskians at a point $x$:

$$c\,s'-c'\,s=1,\qquad \psi\,s'-\varphi\,s=\psi(0),\qquad c\,\varphi-c'\,\psi=\varphi(0).$$

Multiply the second by $c$ and the third by $s$, and add. The terms in $\varphi$ cancel, and the first identity leaves

$$c(x)\psi(0)+s(x)\varphi(0)=\psi(x)\,(c\,s'-c'\,s)=\psi(x).$$

With multipliers $c'$ and $s'$ instead, the same step gives $\varphi(x)=c'(x)\psi(0)+s'(x)\varphi(0)$. Initial data therefore determine the solution.

Suppose now that $\psi(0)=\psi(a)=0$ and $\psi$ is not identically zero. Then $0=s(a)\varphi(0)$. If $\varphi(0)$ were zero, $\psi$ would vanish everywhere, so $s(a)=0$. Conversely, if $s(a)=0$, then $s$ itself vanishes at both ends, and it is not the zero function because its slope at the origin is $1$. Dirichlet levels are thus exactly the energies with $M_{01}=0$.

For zero slopes at both ends, the relation is $0=c'(a)\psi(0)$, and $\psi(0)\neq0$ by the same argument. Conversely, $c$ is the required solution when $c'(a)=0$. Neumann levels are exactly the energies with $M_{10}=0$. Both are excluded when the product $M_{01}M_{10}$ is negative.

## Solutions, cells and levels in Lean

```lean
import Mathlib

open Matrix

namespace WallLevelsAvoidBands

noncomputable section
```

The first structure states the first-order system at every real $x$. The predicate `HasDerivAt ψ (φ x) x` says that $\psi$ is differentiable at $x$ with derivative $\varphi(x)$.

```lean
/-- The real wave function `ψ` with slope `φ` solves `-ψ'' + V ψ = E ψ` on the line
(units with `ħ² / 2m = 1`). -/
structure IsSolution (V : ℝ → ℝ) (E : ℝ) (ψ φ : ℝ → ℝ) : Prop where
  slope : ∀ x, HasDerivAt ψ (φ x) x
  wave : ∀ x, HasDerivAt φ ((V x - E) * ψ x) x
```

The equation must hold at every point in the ordinary sense. This leaves out delta potentials, and also potentials with steps, where the slope of $\psi$ generally has a kink. No periodicity of $V$ is assumed, because only one cell enters the argument.

```lean
/-- The solutions `c` and `s`, with slopes `dc` and `ds`, start at `x = 0` with
value and slope `(1, 0)` and `(0, 1)`. -/
structure IsFundamental (V : ℝ → ℝ) (E : ℝ) (c dc s ds : ℝ → ℝ) : Prop where
  sol_c : IsSolution V E c dc
  sol_s : IsSolution V E s ds
  c_zero : c 0 = 1
  dc_zero : dc 0 = 0
  s_zero : s 0 = 0
  ds_zero : ds 0 = 1
```

`IsFundamental` collects the two solutions and their initial data. Their existence is a hypothesis of the theorems that use it. Physically, it says that the wave equation can be integrated from the origin with either choice of starting data, as it can for every continuous $V$.

```lean
/-- The transfer matrix of the cell `[0, a]`, which acts on (value, slope). -/
def cellMatrix (c dc s ds : ℝ → ℝ) (a : ℝ) : Matrix (Fin 2) (Fin 2) ℝ :=
  !![c a, s a; dc a, ds a]
```

The matrix acts on the column (value, slope). The length `a` is an arbitrary real number, although the physical reading takes $a>0$. At $a=0$ the matrix is the identity with trace $2$, so the band condition fails there.

```lean
/-- `E` is a Dirichlet level: a nonzero solution vanishes at both ends of the cell. -/
def DirichletLevel (V : ℝ → ℝ) (E a : ℝ) : Prop :=
  ∃ ψ φ, IsSolution V E ψ φ ∧ (∃ x, ψ x ≠ 0) ∧ ψ 0 = 0 ∧ ψ a = 0

/-- `E` is a Neumann level: a nonzero solution has zero slope at both ends of the cell. -/
def NeumannLevel (V : ℝ → ℝ) (E a : ℝ) : Prop :=
  ∃ ψ φ, IsSolution V E ψ φ ∧ (∃ x, ψ x ≠ 0) ∧ φ 0 = 0 ∧ φ a = 0
```

The clause `∃ x, ψ x ≠ 0` excludes the zero function, which would otherwise make every energy a level. Real wave functions suffice: the real and imaginary parts of a complex solution satisfy the same equation and the same end conditions.

## The matrix inequality

The next two theorems concern an arbitrary real $2\times2$ matrix of determinant one and involve no differential equation.

```lean
/-- For a transfer matrix of determinant one, the product of the off-diagonal entries is
fixed by the trace and the difference of the diagonal entries. -/
theorem four_mul_offDiag (M : Matrix (Fin 2) (Fin 2) ℝ) (hdet : M.det = 1) :
    4 * (M 0 1 * M 1 0) = M.trace ^ 2 - 4 - (M 0 0 - M 1 1) ^ 2 := by
  rw [Matrix.det_fin_two] at hdet
  rw [Matrix.trace_fin_two]
  linear_combination (-4) * hdet
```

After the determinant and trace are written out in entries, the two sides differ by a multiple of the determinant condition. `linear_combination (-4) * hdet` supplies that multiple.

```lean
/-- If a real transfer matrix has determinant one and trace strictly between `-2` and `2`,
its off-diagonal entries have opposite signs. -/
theorem offDiag_neg (M : Matrix (Fin 2) (Fin 2) ℝ) (hdet : M.det = 1)
    (hband : |M.trace| < 2) : M 0 1 * M 1 0 < 0 := by
  have hb := abs_lt.mp hband
  have hsq : M.trace ^ 2 < 4 := by nlinarith [hb.1, hb.2]
  have hid := four_mul_offDiag M hdet
  linarith [sq_nonneg (M 0 0 - M 1 1)]
```

The bound $|\operatorname{tr}M|<2$ is split into its two inequalities, which give $(\operatorname{tr}M)^2<4$. The identity and the non-negativity of $(M_{00}-M_{11})^2$ then yield the sign.

## Conservation of the Wronskian and its consequences

```lean
/-- The Wronskian of two solutions at the same energy has the same value at every point
as at the origin. -/
theorem wronskian_const {V : ℝ → ℝ} {E : ℝ} {ψ₁ φ₁ ψ₂ φ₂ : ℝ → ℝ}
    (h₁ : IsSolution V E ψ₁ φ₁) (h₂ : IsSolution V E ψ₂ φ₂) (x : ℝ) :
    ψ₁ x * φ₂ x - φ₁ x * ψ₂ x = ψ₁ 0 * φ₂ 0 - φ₁ 0 * ψ₂ 0 := by
  -- the potential terms cancel in the derivative
  have h : ∀ y, HasDerivAt (fun y => ψ₁ y * φ₂ y - φ₁ y * ψ₂ y) 0 y := fun y =>
    (((h₁.slope y).fun_mul (h₂.wave y)).fun_sub
      ((h₁.wave y).fun_mul (h₂.slope y))).congr_deriv (by ring)
  exact is_const_of_deriv_eq_zero (fun y => (h y).differentiableAt)
    (fun y => (h y).deriv) x 0
```

The product rule, applied to both terms of $W$, gives the derivative computed by hand, and `ring` confirms that it is zero. A function on the line with zero derivative everywhere takes the same value at `x` and at `0`.

```lean
section Cell

variable {V : ℝ → ℝ} {E : ℝ} {c dc s ds : ℝ → ℝ}

/-- The transfer matrix of a cell has determinant one. -/
theorem det_cellMatrix (h : IsFundamental V E c dc s ds) (a : ℝ) :
    (cellMatrix c dc s ds a).det = 1 := by
  have hw := wronskian_const h.sol_c h.sol_s a
  rw [h.c_zero, h.dc_zero, h.s_zero, h.ds_zero] at hw
  rw [Matrix.det_fin_two]
  change c a * ds a - s a * dc a = 1
  linear_combination hw
```

Here the determinant condition is derived from the wave equation: `hw` is the constancy of $W$ for $c$ and $s$, with the initial data inserted.

```lean
/-- The value and slope of any solution at `x` follow linearly from those at the origin,
with the fundamental solutions as coefficients. -/
theorem propagate (h : IsFundamental V E c dc s ds) {ψ φ : ℝ → ℝ}
    (hψ : IsSolution V E ψ φ) (x : ℝ) :
    ψ x = c x * ψ 0 + s x * φ 0 ∧ φ x = dc x * ψ 0 + ds x * φ 0 := by
  -- three conserved Wronskians determine the solution
  have h1 := wronskian_const h.sol_c h.sol_s x
  have h2 := wronskian_const hψ h.sol_s x
  have h3 := wronskian_const h.sol_c hψ x
  rw [h.c_zero, h.dc_zero, h.s_zero, h.ds_zero] at h1
  rw [h.s_zero, h.ds_zero] at h2
  rw [h.c_zero, h.dc_zero] at h3
  constructor
  · linear_combination c x * h2 + s x * h3 - ψ x * h1
  · linear_combination dc x * h2 + ds x * h3 - φ x * h1
```

The hypotheses `h1`, `h2` and `h3` are the three Wronskian identities in the order displayed above. The coefficients in the two `linear_combination` lines are the multipliers used by hand. No uniqueness theorem for differential equations is invoked.

## Wall levels as zeros of matrix entries

```lean
/-- `E` is a Dirichlet level of the cell exactly when the upper right entry of the
transfer matrix vanishes. -/
theorem dirichletLevel_iff (h : IsFundamental V E c dc s ds) (a : ℝ) :
    DirichletLevel V E a ↔ cellMatrix c dc s ds a 0 1 = 0 := by
  change _ ↔ s a = 0
  constructor
  · rintro ⟨ψ, φ, hψ, ⟨x, hx⟩, h0, ha⟩
    have hp := (propagate h hψ a).1
    rw [ha, h0, mul_zero, zero_add] at hp
    rcases mul_eq_zero.mp hp.symm with hs | hφ
    · exact hs
    · exact absurd (by rw [(propagate h hψ x).1, h0, hφ]; ring) hx
  · intro hs
    refine ⟨s, ds, h.sol_s, ?_, h.s_zero, hs⟩
    -- `s` has unit slope at the origin, so it is not the zero function
    by_contra hne
    have hz : s = fun _ => (0 : ℝ) := funext fun x => by
      by_contra hx
      exact hne ⟨x, hx⟩
    have hd := h.sol_s.slope 0
    rw [hz] at hd
    have h0 := hd.unique (hasDerivAt_const (0 : ℝ) (0 : ℝ))
    linarith [h.ds_zero]
```

In the forward direction, `hp` reduces to $0=s(a)\varphi(0)$. The case $\varphi(0)=0$ contradicts the point `x` at which $\psi$ is nonzero. In the reverse direction, the assumption that $s$ vanishes everywhere would give it slope $0$ at the origin, whereas `ds_zero` says that this slope is $1$.

```lean
/-- `E` is a Neumann level of the cell exactly when the lower left entry of the
transfer matrix vanishes. -/
theorem neumannLevel_iff (h : IsFundamental V E c dc s ds) (a : ℝ) :
    NeumannLevel V E a ↔ cellMatrix c dc s ds a 1 0 = 0 := by
  change _ ↔ dc a = 0
  constructor
  · rintro ⟨ψ, φ, hψ, ⟨x, hx⟩, h0, ha⟩
    have hp := (propagate h hψ a).2
    rw [ha, h0, mul_zero, add_zero] at hp
    rcases mul_eq_zero.mp hp.symm with hc | hψ0
    · exact hc
    · exact absurd (by rw [(propagate h hψ x).1, h0, hψ0]; ring) hx
  · intro hc
    exact ⟨c, dc, h.sol_c, ⟨0, by rw [h.c_zero]; exact one_ne_zero⟩, h.dc_zero, hc⟩
```

The Neumann proof follows the same pattern with the slope equation. Its reverse direction is shorter, since $c(0)=1$ shows at once that $c$ is not the zero function.

```lean
/-- At an energy inside a band, the off-diagonal entries of the cell's transfer matrix have
opposite signs, and the energy is neither a Dirichlet nor a Neumann level of the cell. -/
theorem wall_levels_avoid_band (h : IsFundamental V E c dc s ds) (a : ℝ)
    (hband : |(cellMatrix c dc s ds a).trace| < 2) :
    cellMatrix c dc s ds a 0 1 * cellMatrix c dc s ds a 1 0 < 0 ∧
      ¬ DirichletLevel V E a ∧ ¬ NeumannLevel V E a := by
  have hneg := offDiag_neg _ (det_cellMatrix h a) hband
  refine ⟨hneg, fun hD => ?_, fun hN => ?_⟩
  · rw [(dirichletLevel_iff h a).mp hD, zero_mul] at hneg
    exact lt_irrefl _ hneg
  · rw [(neumannLevel_iff h a).mp hN, mul_zero] at hneg
    exact lt_irrefl _ hneg

end Cell
```

The main theorem assumes the fundamental solutions and the band condition, and it concludes all three statements together. `offDiag_neg` receives its determinant hypothesis from `det_cellMatrix`. Either kind of level would make one factor of the product zero, and the strict inequality would then read $0<0$.

## The free cell and the limiting trace $-2$

For $V=0$ and $E=k^2$ with $k\neq0$, the fundamental solutions are $\cos kx$ and $\sin(kx)/k$. The matrix has trace $2\cos ka$, and the product of its off-diagonal entries is $-\sin^2 ka$.

```lean
/-- For `k ≠ 0`, the transfer matrix of a free cell of length `a` at wave number `k`. (At `k = 0`
the division by zero makes this the identity, which is not the transfer matrix unless `a = 0`.) -/
def freeMatrix (k a : ℝ) : Matrix (Fin 2) (Fin 2) ℝ :=
  cellMatrix (fun x => Real.cos (k * x)) (fun x => -k * Real.sin (k * x))
    (fun x => Real.sin (k * x) / k) (fun x => Real.cos (k * x)) a

/-- For a free particle of energy `k²` the fundamental solutions are `cos kx` and
`sin kx / k`, and the band condition holds for every cell length with `sin ka ≠ 0`. -/
theorem free_witness (k : ℝ) (hk : k ≠ 0) :
    IsFundamental (fun _ => 0) (k ^ 2) (fun x => Real.cos (k * x))
      (fun x => -k * Real.sin (k * x)) (fun x => Real.sin (k * x) / k)
      (fun x => Real.cos (k * x)) ∧
    ∀ a, Real.sin (k * a) ≠ 0 → |(freeMatrix k a).trace| < 2 := by
  have hl : ∀ x, HasDerivAt (fun y : ℝ => k * y) k x := fun x =>
    ((hasDerivAt_id' x).const_mul k).congr_deriv (mul_one k)
  have h1 : ∀ x, HasDerivAt (fun y => Real.cos (k * y)) (-k * Real.sin (k * x)) x :=
    fun x => (hl x).cos.congr_deriv (by ring)
  have h2 : ∀ x, HasDerivAt (fun y => -k * Real.sin (k * y))
      ((0 - k ^ 2) * Real.cos (k * x)) x :=
    fun x => ((hl x).sin.const_mul (-k)).congr_deriv (by ring)
  have h3 : ∀ x, HasDerivAt (fun y => Real.sin (k * y) / k) (Real.cos (k * x)) x :=
    fun x => ((hl x).sin.div_const k).congr_deriv (by field_simp)
  have h4 : ∀ x, HasDerivAt (fun y => Real.cos (k * y))
      ((0 - k ^ 2) * (Real.sin (k * x) / k)) x :=
    fun x => (h1 x).congr_deriv (by
      linear_combination (k * Real.sin (k * x)) * mul_inv_cancel₀ hk)
  refine ⟨⟨⟨h1, h2⟩, ⟨h3, h4⟩, by simp, by simp, by simp, by simp⟩, fun a ha => ?_⟩
  rw [Matrix.trace_fin_two]
  change |Real.cos (k * a) + Real.cos (k * a)| < 2
  have hpos : 0 < Real.sin (k * a) ^ 2 := by positivity
  have hone := Real.sin_sq_add_cos_sq (k * a)
  exact abs_lt.mpr ⟨by nlinarith, by nlinarith⟩
```

The auxiliary statements `h1` to `h4` verify the four derivatives required by `IsFundamental`. For the trace, $\sin ka\neq0$ gives $\cos^2 ka<1$, hence $|2\cos ka|<2$. The hypotheses of the main theorem are therefore met by an actual potential at actual energies.

The limiting case is $a=\pi/k$, where $M$ is minus the identity and, for $k>0$, half a wavelength fits into the cell.

```lean
/-- A free cell of length `π / k` has trace `-2` at energy `k²`, and this energy is both a
Dirichlet and a Neumann level of the cell. -/
theorem free_band_edge (k : ℝ) (hk : k ≠ 0) :
    (freeMatrix k (Real.pi / k)).trace = -2 ∧
      DirichletLevel (fun _ => 0) (k ^ 2) (Real.pi / k) ∧
      NeumannLevel (fun _ => 0) (k ^ 2) (Real.pi / k) := by
  have e : k * (Real.pi / k) = Real.pi := by field_simp
  have h := (free_witness k hk).1
  refine ⟨?_, (dirichletLevel_iff h _).mpr ?_, (neumannLevel_iff h _).mpr ?_⟩
  · rw [Matrix.trace_fin_two]
    change Real.cos (k * (Real.pi / k)) + Real.cos (k * (Real.pi / k)) = -2
    rw [e, Real.cos_pi]
    norm_num
  · change Real.sin (k * (Real.pi / k)) / k = 0
    rw [e, Real.sin_pi, zero_div]
  · change -k * Real.sin (k * (Real.pi / k)) = 0
    rw [e, Real.sin_pi, mul_zero]

end

end WallLevelsAvoidBands
```

The trace is now exactly $-2$, and both off-diagonal entries vanish. The function $\sin(kx)/k$ is zero at both ends of the cell, and $\cos kx$ has zero slope at both ends, so $k^2$ is a level of both kinds. Replacing $|\operatorname{tr}M|<2$ by $|\operatorname{tr}M|\le2$ would thus make the main theorem false.

This example also shows why the trace condition has to be read with care. A free particle has no gaps, and at $k^2$ two neighbouring bands touch. The energy lies in the interior of the continuous spectrum as a whole, yet it is an edge of each of the two bands.

```lean
#print axioms WallLevelsAvoidBands.neumannLevel_iff
-- 'WallLevelsAvoidBands.neumannLevel_iff' depends on axioms: [propext, Classical.choice, Quot.sound]
#print axioms WallLevelsAvoidBands.wall_levels_avoid_band
-- 'WallLevelsAvoidBands.wall_levels_avoid_band' depends on axioms: [propext, Classical.choice, Quot.sound]
#print axioms WallLevelsAvoidBands.free_band_edge
-- 'WallLevelsAvoidBands.free_band_edge' depends on axioms: [propext, Classical.choice, Quot.sound]
```
